# Averaged over angle, the shear stiffness of a square planar crystal has harmonic mean $\sqrt{ab}$ for positive shear moduli $a$ and $b$

A planar crystal with square symmetry resists shear differently in different directions. Shear along the crystal axes meets one modulus, $a$, and shear along the diagonals meets another, $b$. If the crystal may lie at any angle with equal weight, as in a sheet of randomly turned grains, what is its typical shear stiffness?

The answer depends on what is averaged. For $a,b>0$, the mean stiffness is the Voigt value $(a+b)/2$, and the inverse of the mean compliance is the Reuss value $2ab/(a+b)$. The inverse of the mean inverse stiffness is $\sqrt{ab}$, which lies between them. The last two differ in general because compliance is not the reciprocal of stiffness: stiffness is measured with the other strains held at zero, compliance with the other stresses held at zero.

## Stiffness and compliance at angle $t$

Let $e$ be the strain, $\sigma$ the stress and $K$ the area modulus, which measures resistance to a change of area. Square symmetry here means that of the square itself, with mirror lines along the crystal axes. With indices 0 and 1 for these axes, Hooke's law reads

$$\sigma_{00}+\sigma_{11}=2K(e_{00}+e_{11}),\quad \sigma_{00}-\sigma_{11}=2b(e_{00}-e_{11}),\quad \sigma_{01}=a(e_{01}+e_{10}).$$

The sum $e_{01}+e_{10}$ is the engineering shear strain. In the common notation for elastic constants, $a=C_{66}$, $b=(C_{11}-C_{12})/2$ and $K=(C_{11}+C_{12})/2$.

Write $c=\cos 2t$ and $s=\sin 2t$. A unit engineering shear in a frame turned by $t$ has crystal-axis components $e_{00}=-s/2$, $e_{11}=s/2$ and $e_{01}=e_{10}=c/2$. Its trace vanishes, so $K$ plays no part, and the stress is $\sigma_{00}=-bs$, $\sigma_{11}=bs$, $\sigma_{01}=ac$. The shear stress in the turned frame is

$$c\,\sigma_{01}-\tfrac{s}{2}(\sigma_{00}-\sigma_{11})=ac^2+bs^2 .$$

This is the stiffness.

A unit shear stress in the turned frame has $\sigma_{00}=-s$, $\sigma_{11}=s$ and $\sigma_{01}=c$. Hooke's law then gives $e_{01}+e_{10}=c/a$ and $e_{00}-e_{11}=-s/b$. The engineering shear strain in the turned frame, which is the compliance, is

$$c(e_{01}+e_{10})-s(e_{00}-e_{11})=\frac{c^2}{a}+\frac{s^2}{b}.$$

## The three averages

Set $a=p^2$ and $b=q^2$ with $p,q>0$. The substitution $u=\tan 2t$ gives the antiderivative $\arctan((q/p)\tan 2t)/(2pq)$ of the inverse stiffness, but this jumps wherever $c=0$. Separating off the linear growth $2t$ removes the jumps:

$$F(t)=\frac{2t+\arctan r}{2pq},\qquad r=\frac{(q-p)sc}{D},\qquad D=pc^2+qs^2 .$$

To check it, let $E=p^2c^2+q^2s^2$. The quotient rule and $c^2+s^2=1$ give

$$r'=\frac{2(q-p)(pc^2-qs^2)}{D^2}=\frac{2(pq-E)}{D^2},\qquad 1+r^2=\frac{D^2+(q-p)^2s^2c^2}{D^2}=\frac{E}{D^2}.$$

Therefore $(\arctan r)'=2pq/E-2$, and $F'=1/E$. Since $r=0$ at both $t=0$ and $t=2\pi$, the integral over a full turn is $4\pi/(2pq)$. Division by $2\pi$ gives the mean $1/(pq)=1/\sqrt{ab}$, whose inverse is $\sqrt{ab}$.

Both $c^2$ and $s^2$ average to $1/2$. The mean stiffness is therefore $(a+b)/2$ and the mean compliance is $(1/a+1/b)/2$, with inverse $2ab/(a+b)$.

From $(\sqrt a-\sqrt b)^2\ge 0$ follows $\sqrt{ab}\le(a+b)/2$. Multiplying by $2\sqrt{ab}/(a+b)$ gives $2ab/(a+b)\le\sqrt{ab}$. Equality holds exactly when $a=b$.

For a planar square crystal whose elastic constants come from an electronic-structure calculation, these formulas give orientation averages within linear elasticity. The step from them to a real polycrystal is a further one: neighbouring grains constrain each other, and an average of single-crystal responses does not by itself determine the sheet's effective modulus.

## Hooke's law and the averages in Lean

```lean
import Mathlib

open Real Matrix

namespace PlanarShearAverage

noncomputable section
```

The columns of `rot t` are the axes of the turned frame, written in crystal coordinates.

```lean
/-- Rotation of the plane by the angle `t`. -/
def rot (t : ℝ) : Matrix (Fin 2) (Fin 2) ℝ := !![cos t, -sin t; sin t, cos t]
```

Strain and stress are real $2\times 2$ matrices. The function `hooke` is the law above, solved for the individual stress components.

```lean
/-- Hooke's law of a planar crystal with square symmetry: the stress caused by the strain `e`,
with area modulus `K`, shear modulus `a` along the axes and `b` along the diagonals. -/
def hooke (K a b : ℝ) (e : Matrix (Fin 2) (Fin 2) ℝ) : Matrix (Fin 2) (Fin 2) ℝ :=
  !![K * (e 0 0 + e 1 1) + b * (e 0 0 - e 1 1), a * (e 0 1 + e 1 0);
     a * (e 0 1 + e 1 0), K * (e 0 0 + e 1 1) - b * (e 0 0 - e 1 1)]
```

In `shearStiffness`, the matrix with off-diagonal entries $1/2$ is a unit engineering shear. It is carried to crystal axes, turned into a stress, and carried back; the entry `0 1` is then read off.

```lean
/-- Shear stiffness at angle `t`: the shear stress, in the rotated frame, caused by a unit
engineering shear strain in that frame. -/
def shearStiffness (K a b t : ℝ) : ℝ :=
  ((rot t)ᵀ * hooke K a b (rot t * !![0, 1 / 2; 1 / 2, 0] * (rot t)ᵀ) * rot t) 0 1
```

The compliance is introduced by its formula, over the common denominator $ab$. Its link to Hooke's law is a theorem further down.

```lean
/-- Shear compliance at angle `t`, for nonzero shear moduli `a` and `b`. -/
def shearCompliance (a b t : ℝ) : ℝ :=
  (b * cos (2 * t) ^ 2 + a * sin (2 * t) ^ 2) / (a * b)
```

The mean gives every angle in $[0,2\pi]$ equal weight.

```lean
/-- Average of an angle-dependent quantity over a full turn. -/
def orientationMean (f : ℝ → ℝ) : ℝ := (∫ t in (0 : ℝ)..2 * π, f t) / (2 * π)
```

The name `harmonicShear` refers to the inverse of the mean of $1/\text{stiffness}$, not to the inverse of the mean compliance.

```lean
/-- Harmonic mean of the shear stiffness over all orientations, for positive `a` and `b`. -/
def harmonicShear (K a b : ℝ) : ℝ :=
  (orientationMean fun t => 1 / shearStiffness K a b t)⁻¹
```

## The angular formulas derived from the tensors

The first theorem holds for all real $K$, $a$, $b$ and $t$. The double-angle formulas are rewritten in terms of $\cos t$ and $\sin t$, the matrix products are expanded, and `ring` compares the resulting polynomials.

```lean
/-- The rotated shear stiffness is `a cos²(2t) + b sin²(2t)`, whatever the area modulus. -/
theorem shearStiffness_eq (K a b t : ℝ) :
    shearStiffness K a b t = a * cos (2 * t) ^ 2 + b * sin (2 * t) ^ 2 := by
  rw [Real.cos_two_mul', Real.sin_two_mul]
  simp [shearStiffness, hooke, rot, Matrix.mul_apply, Fin.sum_univ_two]
  ring
```

The next theorem justifies the compliance formula. It says that any strain whose stress is a unit shear in the turned frame has the stated engineering shear there. Only $a\ne0$ and $b\ne0$ are required.

The proof extracts three components of Hooke's law, and `key` expresses the turned shear strain through $e_{01}+e_{10}$ and $e_{00}-e_{11}$. The final `linear_combination` adds the shear equation, weighted by $b\cos 2t$, to the difference of the two normal equations, weighted by $-\tfrac{a}{2}\sin 2t$. This is the hand solution with denominators cleared.

```lean
/-- For nonzero shear moduli, a strain `e` whose stress is a unit shear in the frame at angle `t`
has engineering shear strain equal to the shear compliance in that frame. -/
theorem strain_eq_shearCompliance {K a b t : ℝ} (ha : a ≠ 0) (hb : b ≠ 0)
    {e : Matrix (Fin 2) (Fin 2) ℝ}
    (h : hooke K a b e = rot t * !![0, 1; 1, 0] * (rot t)ᵀ) :
    ((rot t)ᵀ * e * rot t) 0 1 + ((rot t)ᵀ * e * rot t) 1 0 = shearCompliance a b t := by
  have h00 := congrFun (congrFun h 0) 0
  have h11 := congrFun (congrFun h 1) 1
  have h01 := congrFun (congrFun h 0) 1
  simp [hooke, rot, Matrix.mul_apply, Fin.sum_univ_two] at h00 h11 h01
  have key : ((rot t)ᵀ * e * rot t) 0 1 + ((rot t)ᵀ * e * rot t) 1 0
      = (e 0 1 + e 1 0) * (cos t ^ 2 - sin t ^ 2) - (e 0 0 - e 1 1) * (2 * sin t * cos t) := by
    simp [rot, Matrix.mul_apply, Fin.sum_univ_two]
    ring
  rw [key, shearCompliance, eq_div_iff (mul_ne_zero ha hb), Real.cos_two_mul', Real.sin_two_mul]
  linear_combination b * (cos t ^ 2 - sin t ^ 2) * h01 - a * (sin t * cos t) * (h00 - h11)
```

## An antiderivative without jumps

Dividing by $D$ and $E$ requires them to be nonzero. Both have the form treated here. If the cosine vanishes, the squared sine is 1; otherwise the first term is already positive.

```lean
/-- For positive moduli the combination `a cos² x + b sin² x` is positive at every angle. -/
theorem stiffness_pos {a b : ℝ} (ha : 0 < a) (hb : 0 < b) (x : ℝ) :
    0 < a * cos x ^ 2 + b * sin x ^ 2 := by
  have h := Real.sin_sq_add_cos_sq x
  by_cases hc : cos x = 0
  · rw [hc] at h
    have hs : sin x ^ 2 = 1 := by linarith
    rw [hc, hs]
    linarith
  · have : 0 < cos x ^ 2 := by positivity
    positivity
```

The derivative of $F$ is assembled in the order used by hand. The step `hR` gives $r'=(2pq-2E)/D^2$, `hsq` gives $1+r^2=E/D^2$, and `alg` combines them into $1/E$. The identity $s^2+c^2=1$ enters as `hu`, with the multiplier that each polynomial identity needs.

```lean
/-- For positive `p` and `q`, the inverse stiffness with moduli `p²` and `q²` has an explicit
antiderivative on the whole line: a linear term plus a periodic arctangent. -/
theorem hasDerivAt_antiderivative {p q : ℝ} (hp : 0 < p) (hq : 0 < q) (t : ℝ) :
    HasDerivAt (fun x => (2 * x + arctan ((q - p) * sin (2 * x) * cos (2 * x) /
        (p * cos (2 * x) ^ 2 + q * sin (2 * x) ^ 2))) / (2 * p * q))
      (1 / (p ^ 2 * cos (2 * t) ^ 2 + q ^ 2 * sin (2 * t) ^ 2)) t := by
  have hu := Real.sin_sq_add_cos_sq (2 * t)
  have hD := stiffness_pos hp hq (2 * t)
  have hE := stiffness_pos (pow_pos hp 2) (pow_pos hq 2) (2 * t)
  have h2 : HasDerivAt (fun x : ℝ => 2 * x) 2 t := by
    simpa using (hasDerivAt_id t).const_mul 2
  have hN := (h2.sin.const_mul (q - p)).fun_mul h2.cos
  have hDen := ((h2.cos.fun_pow 2).const_mul p).fun_add ((h2.sin.fun_pow 2).const_mul q)
  -- derivative of the ratio inside the arctangent
  have hR := (hN.fun_div hDen hD.ne').congr_deriv
    (g' := (2 * p * q - 2 * (p ^ 2 * cos (2 * t) ^ 2 + q ^ 2 * sin (2 * t) ^ 2)) /
      (p * cos (2 * t) ^ 2 + q * sin (2 * t) ^ 2) ^ 2) (by
      congr 1
      linear_combination (2 * (q - p) * (p * cos (2 * t) ^ 2 - q * sin (2 * t) ^ 2)
        + 2 * p * q) * hu)
  refine ((h2.fun_add hR.arctan).div_const (2 * p * q)).congr_deriv ?_
  have hsq : 1 + ((q - p) * sin (2 * t) * cos (2 * t) /
      (p * cos (2 * t) ^ 2 + q * sin (2 * t) ^ 2)) ^ 2
      = (p ^ 2 * cos (2 * t) ^ 2 + q ^ 2 * sin (2 * t) ^ 2) /
        (p * cos (2 * t) ^ 2 + q * sin (2 * t) ^ 2) ^ 2 := by
    rw [div_pow, eq_div_iff (pow_ne_zero 2 hD.ne'), add_mul,
      div_mul_cancel₀ _ (pow_ne_zero 2 hD.ne')]
    linear_combination (p ^ 2 * cos (2 * t) ^ 2 + q ^ 2 * sin (2 * t) ^ 2) * hu
  have alg : ∀ D E : ℝ, D ≠ 0 → E ≠ 0 →
      (2 + 1 / (E / D ^ 2) * ((2 * p * q - 2 * E) / D ^ 2)) / (2 * p * q) = 1 / E := by
    intro D E hD hE
    field_simp
    ring
  rw [hsq]
  exact alg _ _ hD.ne' hE.ne'
```

## The mean inverse stiffness

The proof writes $a=p^2$ and $b=q^2$ by taking square roots. Positivity makes the integrand continuous, hence integrable, and the fundamental theorem of calculus turns the integral into $F(2\pi)-F(0)$. The fact `s4`, $\sin 4\pi=0$, removes the arctangent at the upper end.

```lean
/-- For positive shear moduli, the inverse shear stiffness averages to `1/√(ab)`. -/
theorem mean_inverse_stiffness (K : ℝ) {a b : ℝ} (ha : 0 < a) (hb : 0 < b) :
    orientationMean (fun t => 1 / shearStiffness K a b t) = 1 / √(a * b) := by
  obtain ⟨p, hp, rfl⟩ : ∃ p, 0 < p ∧ a = p ^ 2 :=
    ⟨√a, Real.sqrt_pos.2 ha, (Real.sq_sqrt ha.le).symm⟩
  obtain ⟨q, hq, rfl⟩ : ∃ q, 0 < q ∧ b = q ^ 2 :=
    ⟨√b, Real.sqrt_pos.2 hb, (Real.sq_sqrt hb.le).symm⟩
  have hcont : Continuous fun t : ℝ =>
      1 / (p ^ 2 * cos (2 * t) ^ 2 + q ^ 2 * sin (2 * t) ^ 2) :=
    continuous_const.div (by fun_prop) fun t => (stiffness_pos ha hb (2 * t)).ne'
  have h := intervalIntegral.integral_eq_sub_of_hasDerivAt (a := 0) (b := 2 * π)
    (fun t _ => hasDerivAt_antiderivative hp hq t) (hcont.intervalIntegrable _ _)
  have s4 : sin (2 * (2 * π)) = 0 := by
    rw [Real.sin_two_mul, Real.sin_two_pi]
    ring
  -- the periodic part drops out over a full turn
  simp only [orientationMean, shearStiffness_eq]
  rw [h, ← mul_pow, Real.sqrt_sq (mul_pos hp hq).le]
  simp only [s4, mul_zero, Real.sin_zero, zero_mul, zero_div, Real.arctan_zero, add_zero,
    sub_zero]
  field_simp
```

The condition $ab>0$ would not suffice in place of positive moduli. For $a=b=-1$ the stiffness is $-1$ at every angle, so the mean inverse stiffness is $-1$, whereas $1/\sqrt{ab}=1$. Physically, a negative shear modulus describes a lattice that is unstable against that shear.

## Voigt and Reuss values

The mean stiffness needs no condition on the moduli. The antiderivative used is $\tfrac{a+b}{2}t+\tfrac{a-b}{4}\sin 2t\cos 2t$, whose second term vanishes at both ends.

```lean
/-- The shear stiffness itself averages to the Voigt value `(a + b)/2`. -/
theorem mean_stiffness (K a b : ℝ) :
    orientationMean (shearStiffness K a b) = (a + b) / 2 := by
  have hd : ∀ t : ℝ, HasDerivAt
      (fun x => (a + b) / 4 * (2 * x) + (a - b) / 4 * (sin (2 * x) * cos (2 * x)))
      (a * cos (2 * t) ^ 2 + b * sin (2 * t) ^ 2) t := by
    intro t
    have h2 : HasDerivAt (fun x : ℝ => 2 * x) 2 t := by
      simpa using (hasDerivAt_id t).const_mul 2
    refine ((h2.const_mul ((a + b) / 4)).fun_add
      ((h2.sin.fun_mul h2.cos).const_mul ((a - b) / 4))).congr_deriv ?_
    linear_combination -(a + b) / 2 * Real.sin_sq_add_cos_sq (2 * t)
  have hcont : Continuous fun t : ℝ => a * cos (2 * t) ^ 2 + b * sin (2 * t) ^ 2 := by
    fun_prop
  have h := intervalIntegral.integral_eq_sub_of_hasDerivAt (a := 0) (b := 2 * π)
    (fun t _ => hd t) (hcont.intervalIntegrable _ _)
  have s4 : sin (2 * (2 * π)) = 0 := by
    rw [Real.sin_two_mul, Real.sin_two_pi]
    ring
  simp only [orientationMean, shearStiffness_eq]
  rw [h]
  simp only [s4, mul_zero, Real.sin_zero, zero_mul, add_zero, sub_zero]
  field_simp
  ring
```

The compliance is the stiffness formula with $a$ and $b$ exchanged, divided by $ab$. Its mean therefore follows from the preceding theorem; the area modulus is set to 0 there because its value is immaterial.

```lean
/-- For nonzero shear moduli, the shear compliance averages to `(1/a + 1/b)/2`. -/
theorem mean_compliance {a b : ℝ} (ha : a ≠ 0) (hb : b ≠ 0) :
    orientationMean (shearCompliance a b) = (1 / a + 1 / b) / 2 := by
  have h : orientationMean (shearCompliance a b)
      = orientationMean (shearStiffness 0 b a) / (a * b) := by
    simp only [orientationMean, shearCompliance, shearStiffness_eq,
      intervalIntegral.integral_div]
    exact div_right_comm _ _ _
  rw [h, mean_stiffness]
  field_simp
```

## Where the harmonic mean lies

For positive moduli, the next theorem collects four statements: the harmonic mean is $\sqrt{ab}$, the inverse mean compliance is $2ab/(a+b)$, and these two and the mean stiffness are ordered as derived above. The inequality `hV` is $\sqrt{ab}\le(a+b)/2$, obtained from $(a-b)^2\ge0$ and $(\sqrt{ab})^2=ab$. Multiplying it by $\sqrt{ab}$ yields the Reuss bound.

```lean
/-- For positive shear moduli, the harmonic mean of the shear stiffness is `√(ab)`; it lies between
the Reuss value `2ab/(a + b)`, the inverse of the mean compliance, and the mean stiffness. -/
theorem harmonicShear_bounds (K : ℝ) {a b : ℝ} (ha : 0 < a) (hb : 0 < b) :
    harmonicShear K a b = √(a * b) ∧
    (orientationMean (shearCompliance a b))⁻¹ = 2 * a * b / (a + b) ∧
    2 * a * b / (a + b) ≤ harmonicShear K a b ∧
    harmonicShear K a b ≤ orientationMean (shearStiffness K a b) := by
  have hH : harmonicShear K a b = √(a * b) := by
    rw [harmonicShear, mean_inverse_stiffness K ha hb, one_div, inv_inv]
  have hx : 0 < √(a * b) := Real.sqrt_pos.2 (mul_pos ha hb)
  have hx2 : √(a * b) ^ 2 = a * b := Real.sq_sqrt (mul_pos ha hb).le
  have hV : √(a * b) ≤ (a + b) / 2 := by
    nlinarith [sq_nonneg (a - b)]
  refine ⟨hH, ?_, ?_, ?_⟩
  · rw [mean_compliance ha.ne' hb.ne']
    have hS : (1 / a + 1 / b) / 2 = (a + b) / (2 * a * b) := by
      field_simp
      ring
    rw [hS, inv_div]
  · rw [hH, div_le_iff₀ (add_pos ha hb)]
    nlinarith [mul_le_mul_of_nonneg_left hV hx.le]
  · rw [hH, mean_stiffness]
    exact hV
```

The last theorem settles equality with the Reuss value. From $\sqrt{ab}\,(a+b)=2ab$, cancelling one factor $\sqrt{ab}$ gives $a+b=2\sqrt{ab}$. Squaring gives $(a-b)^2=0$. Conversely, when $a=b$ both values equal $a$. Thus the two averages agree only for a crystal whose shear response is the same at every angle.

```lean
/-- For positive shear moduli, the harmonic mean equals the Reuss value exactly when the two
moduli coincide. -/
theorem harmonicShear_eq_reuss_iff (K : ℝ) {a b : ℝ} (ha : 0 < a) (hb : 0 < b) :
    harmonicShear K a b = 2 * a * b / (a + b) ↔ a = b := by
  rw [(harmonicShear_bounds K ha hb).1, eq_div_iff (add_pos ha hb).ne']
  have hx : 0 < √(a * b) := Real.sqrt_pos.2 (mul_pos ha hb)
  have hx2 : √(a * b) ^ 2 = a * b := Real.sq_sqrt (mul_pos ha hb).le
  constructor
  · intro h
    -- cancel one factor √(ab), then square
    have h1 : a + b = 2 * √(a * b) := by
      apply mul_left_cancel₀ hx.ne'
      linear_combination h - 2 * hx2
    have h2 : (a - b) ^ 2 = 0 := by
      linear_combination (a + b + 2 * √(a * b)) * h1 + 4 * hx2
    exact sub_eq_zero.1 (pow_eq_zero_iff two_ne_zero |>.1 h2)
  · rintro rfl
    rw [Real.sqrt_mul_self ha.le]
    ring

end

end PlanarShearAverage
```

```lean
#print axioms PlanarShearAverage.strain_eq_shearCompliance
#print axioms PlanarShearAverage.harmonicShear_bounds
#print axioms PlanarShearAverage.harmonicShear_eq_reuss_iff
```

```
'PlanarShearAverage.strain_eq_shearCompliance' depends on axioms: [propext, Classical.choice, Quot.sound]
'PlanarShearAverage.harmonicShear_bounds' depends on axioms: [propext, Classical.choice, Quot.sound]
'PlanarShearAverage.harmonicShear_eq_reuss_iff' depends on axioms: [propext, Classical.choice, Quot.sound]
```
